# The plane-wave potential of a periodic, uniformly charged sheet is a parabola between neighbouring sheets

Give a slab a net charge q per cell in a periodic plane-wave calculation, and the electrostatic potential still comes out finite, because the G = 0 term is left out. If the value in the middle of the vacuum is then read as a vacuum level, the answer depends on the cell. For a thin uniform sheet, doubling the cell height at fixed cross-section doubles that value, and no amount of vacuum makes it settle.

The sheet's potential has a closed form that shows this dependence exactly. Let the charge q be spread uniformly over the plane z = 0 of a cell with cross-section A, height L along the normal z, and volume V = AL. In Gaussian units, for |z| ≤ L,

φ(z) = Σ_{m≠0} 4πq cos(Gz)/(VG²) = (2πq/A)(z²/L − |z| + L/6), G = 2πm/L.

The model is a fixed, infinitely thin sheet with no screening and no variation in the plane.

## From the charge density to the plane-wave sum

The periodic images of the sheet, with a uniform background that makes the cell neutral, have the density

ρ(z) = (q/A) Σ_k δ(z − kL) − q/V,

where k runs over the integers. For G ≠ 0 the background contributes nothing, and the Fourier coefficient is ρ_G = (1/L)(q/A) = q/V. Poisson's equation φ″ = −4πρ becomes G²φ_G = 4πρ_G, so φ_G = 4πq/(VG²). The coefficients for G and −G are equal, so the exponentials combine into cosines. The background cancels the G = 0 part of the density, and the free constant in φ is fixed by setting φ_0 = 0.

The Lean development takes the resulting sum as its definition of the potential.

```lean
import Mathlib

open Real

namespace ChargedSheetPotential

noncomputable section
```

A `Cell` holds the two quantities that matter, the cross-sectional area A and the height L, with their positivity. The shape of the cross-section plays no part.

```lean
/-- A periodic cell with cross-section `A` and height `L` along z, both positive. -/
structure Cell where
  A : ℝ
  L : ℝ
  A_pos : 0 < A
  L_pos : 0 < L
```

The wave vector along the normal is G = 2πm/L, with m an integer.

```lean
/-- The reciprocal-lattice component `G = 2πm/L` along z. -/
def Cell.G (c : Cell) (m : ℤ) : ℝ := 2 * π * m / c.L
```

Each wave vector contributes 4πq cos(Gz)/(VG²), with V written as `c.A * c.L`.

```lean
/-- The plane-wave contribution `4πq cos(Gz)/(V G²)`, with `V = A L`. -/
def Cell.term (c : Cell) (q z : ℝ) (m : ℤ) : ℝ :=
  4 * π * q * Real.cos (c.G m * z) / (c.A * c.L * c.G m ^ 2)
```

The potential sums these contributions over the type of nonzero integers, so the omission of G = 0 is part of the definition.

```lean
/-- The electrostatic potential as the sum of the plane-wave contributions with `m ≠ 0`. -/
def Cell.potential (c : Cell) (q z : ℝ) : ℝ :=
  ∑' m : {m : ℤ // m ≠ 0}, c.term q z m
```

The proposed value of the sum gets its own name. It is meant for |z| ≤ L, since the formula itself is not periodic.

```lean
/-- The closed form `(2πq/A)(z²/L - |z| + L/6)`. -/
def Cell.closedForm (c : Cell) (q z : ℝ) : ℝ :=
  2 * π * q / c.A * (z ^ 2 / c.L - |z| + c.L / 6)
```

## A parabola with cosine coefficients 1/n²

The second Bernoulli polynomial is

B₂(x) = x² − x + 1/6.

Its mean over [0, 1] is 1/3 − 1/2 + 1/6 = 0. It is symmetric under x → 1 − x, so it has no sine terms. For n ≥ 1, two integrations by parts give

∫₀¹ B₂(x) cos(2πnx) dx = [(2x − 1) cos(2πnx)/(2πn)²]₀¹ = 1/(2π²n²).

The cosine coefficient is twice this, 1/(π²n²). The periodic extension of B₂ is continuous and the coefficients are absolutely summable, so the series converges to the function at every point:

Σ_{n≥1} cos(2πnx)/n² = π²(x² − x + 1/6), 0 ≤ x ≤ 1.

Mathlib already has this series, stated with its general Bernoulli polynomials. What remains is to expand the second one, using the Bernoulli numbers 1, −1/2 and 1/6.

```lean
/-- The second Bernoulli polynomial takes the value `x² - x + 1/6` at real `x`. -/
theorem bernoulli_two_eval (x : ℝ) :
    ((Polynomial.bernoulli 2).map (algebraMap ℚ ℝ)).eval x = x ^ 2 - x + 1 / 6 := by
  have b2 : _root_.bernoulli 2 = 1 / 6 := by
    rw [bernoulli_eq_bernoulli'_of_ne_one (by decide), bernoulli'_two]
    try norm_num
  simp only [Polynomial.bernoulli, Finset.sum_range_succ, Finset.sum_range_zero, zero_add,
    Polynomial.map_add, Polynomial.map_monomial, Polynomial.eval_add, Polynomial.eval_monomial,
    bernoulli_zero, bernoulli_one, b2]
  norm_num [Nat.choose]
  ring
```

## Summing the plane waves

Set x = |z|/L, which lies in [0, 1] when |z| ≤ L. Since the cosine is even, cos(Gz) = cos(2πnx) for m = n. Substituting G = 2πn/L gives

4πq cos(Gz)/(VG²) = (qL/(πA)) · cos(2πnx)/n².

The terms for m = n and m = −n are equal, so the full sum is

2 · (qL/(πA)) · π²(x² − x + 1/6) = (2πq/A)(z²/L − |z| + L/6).

The theorem below states this as a `HasSum`, which says that the series converges, in any order of summation, and gives its value. In the proof, `h` is the Bernoulli series at |z|/L, `hcos` replaces z by |z|, `hterm` extracts the prefactor, and `heven` pairs opposite wave vectors. The proof passes through a sum over all integers; Lean evaluates division by zero as zero, so the m = 0 term vanishes there and can be removed at the end.

```lean
/-- For `|z| ≤ L` the plane-wave sum over nonzero `m` converges to
`(2πq/A)(z²/L - |z| + L/6)`. -/
theorem hasSum_planeWaves (c : Cell) (q : ℝ) {z : ℝ} (hz : |z| ≤ c.L) :
    HasSum (fun m : {m : ℤ // m ≠ 0} => c.term q z m) (c.closedForm q z) := by
  have hL := c.L_pos
  have hL0 := c.L_pos.ne'
  have hA0 := c.A_pos.ne'
  have hpi := Real.pi_ne_zero
  have hx : |z| / c.L ∈ Set.Icc (0 : ℝ) 1 := ⟨by positivity, (div_le_one hL).2 hz⟩
  -- the Fourier series of the second Bernoulli polynomial
  have h : HasSum (fun n : ℕ => 1 / (n : ℝ) ^ 2 * Real.cos (2 * π * n * (|z| / c.L)))
      (π ^ 2 * ((|z| / c.L) ^ 2 - |z| / c.L + 1 / 6)) := by
    have h0 := hasSum_one_div_nat_pow_mul_cos one_ne_zero hx
    simp only [mul_one] at h0
    rw [bernoulli_two_eval] at h0
    have hf : ((Nat.factorial 2 : ℕ) : ℝ) = 2 := by norm_num [Nat.factorial]
    rw [hf] at h0
    convert h0 using 1
    ring
  have hcos : ∀ n : ℕ, Real.cos (2 * π * n / c.L * z)
      = Real.cos (2 * π * n * (|z| / c.L)) := by
    intro n
    rcases abs_choice z with h1 | h1
    · rw [h1]
      congr 1
      ring
    · rw [h1, ← Real.cos_neg (2 * π * n / c.L * z)]
      congr 1
      ring
  have hterm : ∀ n : ℕ, c.term q z (n : ℤ) = q * c.L / (π * c.A) *
      (1 / (n : ℝ) ^ 2 * Real.cos (2 * π * n * (|z| / c.L))) := by
    intro n
    unfold Cell.term Cell.G
    rw [Int.cast_natCast, hcos]
    generalize Real.cos _ = C
    rcases eq_or_ne n 0 with h0 | h0
    · subst h0
      simp
    · have hn : (n : ℝ) ≠ 0 := Nat.cast_ne_zero.2 h0
      field_simp
      ring
  have hn : HasSum (fun n : ℕ => c.term q z (n : ℤ)) (q * c.L / (π * c.A) *
      (π ^ 2 * ((|z| / c.L) ^ 2 - |z| / c.L + 1 / 6))) := by
    simp only [hterm]
    exact h.mul_left _
  -- opposite wave vectors contribute equally
  have heven : ∀ m : ℤ, c.term q z (-m) = c.term q z m := by
    intro m
    have hG : c.G (-m) = -c.G m := by
      unfold Cell.G
      push_cast
      ring
    unfold Cell.term
    rw [hG, neg_mul, Real.cos_neg, neg_sq]
  have h00 : c.term q z 0 = 0 := by simp [Cell.term, Cell.G]
  have hneg : HasSum (fun n : ℕ => c.term q z (-(n : ℤ))) (q * c.L / (π * c.A) *
      (π ^ 2 * ((|z| / c.L) ^ 2 - |z| / c.L + 1 / 6))) := by
    simp only [heven]
    exact hn
  have hall := HasSum.of_nat_of_neg hn hneg
  have hv : q * c.L / (π * c.A) * (π ^ 2 * ((|z| / c.L) ^ 2 - |z| / c.L + 1 / 6))
      + q * c.L / (π * c.A) * (π ^ 2 * ((|z| / c.L) ^ 2 - |z| / c.L + 1 / 6))
      - c.term q z 0 = c.closedForm q z := by
    rw [h00]
    unfold Cell.closedForm
    rw [← sq_abs z]
    generalize |z| = w
    field_simp
    ring
  rw [hv] at hall
  have hs : Function.support (c.term q z) ⊆ {m : ℤ | m ≠ 0} := by
    intro m hm
    show m ≠ 0
    intro h0
    exact Function.mem_support.1 hm (by rw [h0, h00])
  exact (hasSum_subtype_iff_of_support_subset hs).2 hall
```

## Every other z by periodicity

Moving z by L changes the phase Gz by 2πm, which leaves every cosine unchanged. The potential therefore has period L.

```lean
/-- The potential is periodic along z with period `L`. -/
theorem potential_periodic (c : Cell) (q : ℝ) : Function.Periodic (c.potential q) c.L := by
  intro z
  unfold Cell.potential
  refine tsum_congr fun m => ?_
  have hL0 := c.L_pos.ne'
  have h : c.G m * (z + c.L) = c.G m * z + ((m : ℤ) : ℝ) * (2 * π) := by
    unfold Cell.G
    field_simp
  unfold Cell.term
  rw [h, Real.cos_add_int_mul_two_pi]
```

Any real z can be written as z = L·{z/L} + L·⌊z/L⌋, where {·} is the fractional part and ⌊·⌋ the integer part. The first piece lies in [0, L), where the closed form applies, and the second is a whole number of periods. Hence

φ(z) = (2πq/A)(s²/L − s + L/6), s = L·{z/L}.

```lean
/-- At every real `z` the potential is the closed form evaluated at the position of `z`
folded back into the cell `[0, L)`. -/
theorem potential_eq_folded (c : Cell) (q z : ℝ) :
    c.potential q z = c.closedForm q (c.L * Int.fract (z / c.L)) := by
  have hL := c.L_pos
  have hL0 := c.L_pos.ne'
  have e : c.L * Int.fract (z / c.L) + (⌊z / c.L⌋ : ℝ) * c.L = z := by
    have h1 := Int.fract_add_floor (z / c.L)
    have h2 : c.L * (z / c.L) = z := by field_simp
    linear_combination c.L * h1 + h2
  have h := (potential_periodic c q).int_mul ⌊z / c.L⌋ (c.L * Int.fract (z / c.L))
  rw [e] at h
  rw [h]
  refine (hasSum_planeWaves c q ?_).tsum_eq
  rw [abs_of_nonneg (mul_nonneg hL.le (Int.fract_nonneg _))]
  exact mul_le_of_le_one_right hL.le (Int.fract_lt_one _).le
```

Inside one cell, 0 ≤ z ≤ L, the absolute value disappears and a single parabola remains. The steps that follow use it in this form.

```lean
/-- For `0 ≤ z ≤ L` the potential is the parabola `(2πq/A)(z²/L - z + L/6)`. -/
theorem potential_in_cell (c : Cell) (q : ℝ) {z : ℝ} (h0 : 0 ≤ z) (h1 : z ≤ c.L) :
    c.potential q z = 2 * π * q / c.A * (z ^ 2 / c.L - z + c.L / 6) := by
  have h := (hasSum_planeWaves c q (z := z) (by rwa [abs_of_nonneg h0])).tsum_eq
  unfold Cell.closedForm at h
  rw [abs_of_nonneg h0] at h
  exact h
```

## Zero mean over a period

By periodicity it is enough to integrate over [0, L]:

∫₀ᴸ (z²/L − z + L/6) dz = L²/3 − L²/2 + L²/6 = 0.

The zero of potential is thus the cell average, and not the potential far from an isolated object. The proof shifts the interval to start at 0, replaces the potential by the parabola, and evaluates the antiderivative z³/(3L) − z²/2 + Lz/6 at both ends.

```lean
/-- The integral of the potential over any full period vanishes. -/
theorem potential_mean_zero (c : Cell) (q a : ℝ) :
    ∫ z in a..(a + c.L), c.potential q z = 0 := by
  have hL0 := c.L_pos.ne'
  rw [(potential_periodic c q).intervalIntegral_add_eq a 0, zero_add]
  have hc : ∫ z in (0 : ℝ)..c.L, c.potential q z
      = ∫ z in (0 : ℝ)..c.L, 2 * π * q / c.A * (z ^ 2 / c.L - z + c.L / 6) := by
    refine intervalIntegral.integral_congr fun z hz => ?_
    rw [Set.uIcc_of_le c.L_pos.le] at hz
    exact potential_in_cell c q hz.1 hz.2
  rw [hc]
  -- integrate the parabola through its cubic antiderivative
  have hd : ∀ z ∈ Set.uIcc (0 : ℝ) c.L, HasDerivAt
      (fun z : ℝ => 2 * π * q / c.A * (z ^ 3 / (3 * c.L) - z ^ 2 / 2 + c.L / 6 * z))
      (2 * π * q / c.A * (z ^ 2 / c.L - z + c.L / 6)) z := by
    intro z _
    have h := ((((hasDerivAt_pow 3 z).div_const (3 * c.L)).fun_sub
      ((hasDerivAt_pow 2 z).div_const 2)).fun_add
      ((hasDerivAt_id' z).const_mul (c.L / 6))).const_mul (2 * π * q / c.A)
    refine h.congr_deriv ?_
    simp only [Nat.reduceSub, Nat.cast_ofNat]
    ring
  refine (intervalIntegral.integral_eq_sub_of_hasDerivAt hd
    (Continuous.intervalIntegrable (by fun_prop) _ _)).trans ?_
  have h3 : c.L ^ 3 / (3 * c.L) = c.L ^ 2 / 3 := by field_simp
  show 2 * π * q / c.A * (c.L ^ 3 / (3 * c.L) - c.L ^ 2 / 2 + c.L / 6 * c.L)
    - 2 * π * q / c.A * ((0 : ℝ) ^ 3 / (3 * c.L) - 0 ^ 2 / 2 + c.L / 6 * 0) = 0
  rw [h3]
  ring
```

## The background density in the curvature

Differentiating the parabola for 0 < z < L gives

φ′(z) = (2πq/A)(2z/L − 1).

The slope runs from −2πq/A just above one sheet to +2πq/A just below the next, and vanishes midway. In Lean, the potential agrees with the parabola throughout a neighbourhood of z, which is what allows the derivative to be carried over.

```lean
/-- For `0 < z < L` the potential has slope `(2πq/A)(2z/L - 1)`. -/
theorem potential_slope (c : Cell) (q : ℝ) {z : ℝ} (h0 : 0 < z) (h1 : z < c.L) :
    HasDerivAt (c.potential q) (2 * π * q / c.A * (2 * z / c.L - 1)) z := by
  have h := ((((hasDerivAt_pow 2 z).div_const c.L).fun_sub (hasDerivAt_id' z)).fun_add
    (hasDerivAt_const z (c.L / 6))).const_mul (2 * π * q / c.A)
  have h' := h.congr_of_eventuallyEq (f₁ := c.potential q) (by
    filter_upwards [Ioo_mem_nhds h0 h1] with y hy
    exact potential_in_cell c q hy.1.le hy.2.le)
  refine h'.congr_deriv ?_
  simp only [Nat.reduceSub, Nat.cast_ofNat]
  ring
```

A second differentiation gives

φ″(z) = 4πq/(AL) = −4π(−q/V).

This is Poisson's equation with the density −q/V. The curvature in the vacuum comes from the neutralising background, which fills the region where the physical system has no charge. The theorem covers the open interval between sheets; at a sheet with q ≠ 0 the potential has a kink, and the slope jumps by −4πq/A, as a surface charge density q/A requires.

```lean
/-- For `0 < z < L` the potential obeys Poisson's equation `φ'' = -4πρ` with the uniform
background density `ρ = -q/V`. -/
theorem potential_poisson (c : Cell) (q : ℝ) {z : ℝ} (h0 : 0 < z) (h1 : z < c.L) :
    HasDerivAt (deriv (c.potential q)) (-4 * π * (-q / (c.A * c.L))) z := by
  have h := ((((hasDerivAt_id' z).const_mul 2).div_const c.L).fun_sub
    (hasDerivAt_const z (1 : ℝ))).const_mul (2 * π * q / c.A)
  have h' := h.congr_of_eventuallyEq (f₁ := deriv (c.potential q)) (by
    filter_upwards [Ioo_mem_nhds h0 h1] with y hy
    exact (potential_slope c q hy.1 hy.2).deriv)
  refine h'.congr_deriv ?_
  ring
```

## The midplane value and its growth with L

At z = L/2 the bracket is L/4 − L/2 + L/6 = −L/12, so

φ(L/2) = −πqL/(6A).

At fixed A this grows linearly in L, which is the drift described at the start. For charged-slab supercells, it gives the cell-size dependence of the midplane potential within the model of a thin, uniform, unscreened sheet.

```lean
/-- At the midplane `z = L/2` the potential equals `-πqL/(6A)`. -/
theorem potential_midplane (c : Cell) (q : ℝ) :
    c.potential q (c.L / 2) = -(π * q * c.L) / (6 * c.A) := by
  have hL := c.L_pos
  have hL0 := c.L_pos.ne'
  rw [potential_in_cell c q (by linarith) (by linarith)]
  have h : (c.L / 2) ^ 2 / c.L = c.L / 4 := by
    field_simp
    norm_num
  rw [h]
  ring
```

If the cross-section grows with the height so that A = L², the same value becomes −πq/(6L), which tends to zero as L increases. The hypothesis `hc` expresses this scaling. The decay reflects a falling surface charge density q/L², so it describes a different sequence of systems from a slab of fixed surface charge in a taller cell.

```lean
/-- When `A = L²` the potential at the midplane `z = L/2` equals `-πq/(6L)`. -/
theorem potential_midplane_cubic (c : Cell) (q : ℝ) (hc : c.A = c.L ^ 2) :
    c.potential q (c.L / 2) = -(π * q) / (6 * c.L) := by
  have hL0 := c.L_pos.ne'
  rw [potential_midplane, hc]
  field_simp

end

end ChargedSheetPotential
```

```lean
#print axioms ChargedSheetPotential.potential_periodic
#print axioms ChargedSheetPotential.potential_mean_zero
#print axioms ChargedSheetPotential.potential_poisson
#print axioms ChargedSheetPotential.potential_midplane_cubic
```

```
'ChargedSheetPotential.potential_periodic' depends on axioms: [propext, Classical.choice, Quot.sound]
'ChargedSheetPotential.potential_mean_zero' depends on axioms: [propext, Classical.choice, Quot.sound]
'ChargedSheetPotential.potential_poisson' depends on axioms: [propext, Classical.choice, Quot.sound]
'ChargedSheetPotential.potential_midplane_cubic' depends on axioms: [propext, Classical.choice, Quot.sound]
```

## A cell with L = 10 and A = 100

In atomic units take q = 1, L = 10 and A = 100. The midplane potential is

φ(5) = −π/60 ≈ −0.0524,

and at the sheet φ(0) = 2π·10/(6·100) ≈ 0.1047. The series can be compared directly. At the midplane the pair m = ±n contributes (2qL/(πA))(−1)ⁿ/n² ≈ 0.06366·(−1)ⁿ/n², so the first three partial sums are −0.0637, −0.0477 and −0.0548, on alternating sides of the limit. Raising L to 20 at the same A moves the midplane value to about −0.1047.

## Two opposite sheets and the field between images

Superposition extends the argument to a neutral dipole layer, with charge q at z = 0 and −q at z = d, where 0 < d < L. Its potential is φ(z) − φ(z − d). The quadratic terms cancel, as they must when the backgrounds do, and for d ≤ z ≤ L a straight line is left:

φ(z) − φ(z − d) = (2πq/A)((2zd − d²)/L − d).

Its slope, 4πqd/(AL), is the uniform vacuum field (up to sign) that periodicity imposes on this pair of sheets. At fixed A and d it falls off as 1/L, but the potential difference across the vacuum, 4πqd(L − d)/(AL), approaches 4πqd/A.
